# If C Cᵀ is invertible, Θ = Z Cᵀ (C Cᵀ)⁻¹ is the unique least-squares fit of orbital pair products

Let Z hold all pair products of two sets of real orbitals on a finite grid, and let C be its rows at selected grid points. If C Cᵀ is invertible, Θ = Z Cᵀ (C Cᵀ)⁻¹ is the only matrix that minimises the Frobenius norm of Z − Θ C, and both Z Cᵀ and C Cᵀ consist of elementwise products of entries of Φ Φᵀ and Ψ Ψᵀ, where Φ and Ψ are the matrices of orbital values.

```lean
import Mathlib

open Matrix

namespace SeparableDensityFitting

noncomputable section

variable {G P m n : Type*}

/-- The matrix `Z` of all pair products: the row is a grid point, the column a pair of orbitals. -/
def pairProducts (Φ : Matrix G m ℝ) (Ψ : Matrix G n ℝ) : Matrix G (m × n) ℝ :=
  Matrix.of fun r ij => Φ r ij.1 * Ψ r ij.2

/-- The matrix `C`: the rows of the pair-product matrix at the selected grid points `p`. -/
def sampledProducts (Φ : Matrix G m ℝ) (Ψ : Matrix G n ℝ) (p : P → G) :
    Matrix P (m × n) ℝ :=
  (pairProducts Φ Ψ).submatrix p id

/-- The elementwise product of the two orbital kernels `Φ Φᵀ` and `Ψ Ψᵀ` on the grid. -/
def pairKernel [Fintype m] [Fintype n] (Φ : Matrix G m ℝ) (Ψ : Matrix G n ℝ) :
    Matrix G G ℝ :=
  Matrix.hadamard (Φ * Φᵀ) (Ψ * Ψᵀ)

/-- The interpolation vectors `Θ = Z Cᵀ (C Cᵀ)⁻¹`. -/
def fitVectors [Fintype m] [Fintype n] [Fintype P] [DecidableEq P]
    (Φ : Matrix G m ℝ) (Ψ : Matrix G n ℝ) (p : P → G) : Matrix G P ℝ :=
  pairProducts Φ Ψ * (sampledProducts Φ Ψ p)ᵀ *
    (sampledProducts Φ Ψ p * (sampledProducts Φ Ψ p)ᵀ)⁻¹

/-- The residual `Z - T C` left by trial interpolation vectors `T`. -/
def residual [Fintype P] (Φ : Matrix G m ℝ) (Ψ : Matrix G n ℝ) (p : P → G)
    (T : Matrix G P ℝ) : Matrix G (m × n) ℝ :=
  pairProducts Φ Ψ - T * sampledProducts Φ Ψ p

/-- The squared Frobenius norm of a real matrix. -/
def frobSq {a b : Type*} [Fintype a] [Fintype b] (A : Matrix a b ℝ) : ℝ :=
  ∑ i, ∑ j, A i j ^ 2

/-- The overlap of two rows of pair products is the product of the two orbital kernels. -/
theorem pair_overlap [Fintype m] [Fintype n] (Φ : Matrix G m ℝ) (Ψ : Matrix G n ℝ)
    (r s : G) :
    ∑ ij, pairProducts Φ Ψ r ij * pairProducts Φ Ψ s ij = pairKernel Φ Ψ r s := by
  simp only [pairKernel, Matrix.hadamard_apply, Matrix.mul_apply, Matrix.transpose_apply,
    pairProducts, Matrix.of_apply, Fintype.sum_prod_type, Finset.sum_mul_sum]
  refine Finset.sum_congr rfl fun i _ => Finset.sum_congr rfl fun j _ => ?_
  ring

/-- Both `Z Cᵀ` and `C Cᵀ` are read off from the elementwise product of the orbital kernels. -/
theorem gram_eq_kernel [Fintype m] [Fintype n] (Φ : Matrix G m ℝ) (Ψ : Matrix G n ℝ)
    (p : P → G) :
    pairProducts Φ Ψ * (sampledProducts Φ Ψ p)ᵀ = (pairKernel Φ Ψ).submatrix id p ∧
    sampledProducts Φ Ψ p * (sampledProducts Φ Ψ p)ᵀ = (pairKernel Φ Ψ).submatrix p p := by
  constructor
  · ext r μ
    rw [Matrix.mul_apply]
    exact pair_overlap Φ Ψ r (p μ)
  · ext μ ν
    rw [Matrix.mul_apply]
    exact pair_overlap Φ Ψ (p μ) (p ν)

/-- Normal equations: if `C Cᵀ` is invertible, the residual of `Θ` is orthogonal to every sampled
row of pair products. -/
theorem residual_orthogonal [Fintype m] [Fintype n] [Fintype P] [DecidableEq P]
    (Φ : Matrix G m ℝ) (Ψ : Matrix G n ℝ) (p : P → G)
    (h : IsUnit (sampledProducts Φ Ψ p * (sampledProducts Φ Ψ p)ᵀ).det) :
    residual Φ Ψ p (fitVectors Φ Ψ p) * (sampledProducts Φ Ψ p)ᵀ = 0 := by
  have hN : fitVectors Φ Ψ p * (sampledProducts Φ Ψ p * (sampledProducts Φ Ψ p)ᵀ)
      = pairProducts Φ Ψ * (sampledProducts Φ Ψ p)ᵀ := by
    unfold fitVectors
    rw [Matrix.mul_assoc _ _ (sampledProducts Φ Ψ p * (sampledProducts Φ Ψ p)ᵀ),
      Matrix.nonsing_inv_mul _ h, Matrix.mul_one]
  rw [residual, Matrix.sub_mul, Matrix.mul_assoc, hN, sub_self]

/-- If `C Cᵀ` is invertible, the squared error of any trial `T` is that of `Θ` plus the squared norm
of `(Θ - T) C`. -/
theorem error_pythagoras [Fintype G] [Fintype m] [Fintype n] [Fintype P] [DecidableEq P]
    (Φ : Matrix G m ℝ) (Ψ : Matrix G n ℝ) (p : P → G)
    (h : IsUnit (sampledProducts Φ Ψ p * (sampledProducts Φ Ψ p)ᵀ).det)
    (T : Matrix G P ℝ) :
    frobSq (residual Φ Ψ p T) = frobSq (residual Φ Ψ p (fitVectors Φ Ψ p)) +
      frobSq ((fitVectors Φ Ψ p - T) * sampledProducts Φ Ψ p) := by
  have hsplit : residual Φ Ψ p T = residual Φ Ψ p (fitVectors Φ Ψ p) +
      (fitVectors Φ Ψ p - T) * sampledProducts Φ Ψ p := by
    rw [residual, residual, Matrix.sub_mul]
    abel
  have horth : residual Φ Ψ p (fitVectors Φ Ψ p) *
      ((fitVectors Φ Ψ p - T) * sampledProducts Φ Ψ p)ᵀ = 0 := by
    rw [Matrix.transpose_mul, ← Matrix.mul_assoc, residual_orthogonal Φ Ψ p h,
      Matrix.zero_mul]
  rw [hsplit]
  generalize residual Φ Ψ p (fitVectors Φ Ψ p) = A at horth ⊢
  generalize (fitVectors Φ Ψ p - T) * sampledProducts Φ Ψ p = B at horth ⊢
  -- the cross term vanishes row by row
  unfold frobSq
  rw [← Finset.sum_add_distrib]
  refine Finset.sum_congr rfl fun i _ => ?_
  have h0 : ∑ j, A i j * B i j = 0 := by
    have h1 := congrFun (congrFun horth i) i
    rw [Matrix.mul_apply] at h1
    exact h1
  have h2 : ∑ j, (A + B) i j ^ 2
      = ∑ j, A i j ^ 2 + ∑ j, B i j ^ 2 + 2 * ∑ j, A i j * B i j := by
    rw [Finset.mul_sum, ← Finset.sum_add_distrib, ← Finset.sum_add_distrib]
    refine Finset.sum_congr rfl fun j _ => ?_
    rw [Matrix.add_apply]
    ring
  rw [h2, h0]
  ring

/-- If `C Cᵀ` is invertible, `Θ = Z Cᵀ (C Cᵀ)⁻¹` minimises the Frobenius error of `Z - T C`
over all `T`, and it is the only minimiser. -/
theorem fitVectors_optimal [Fintype G] [Fintype m] [Fintype n] [Fintype P] [DecidableEq P]
    (Φ : Matrix G m ℝ) (Ψ : Matrix G n ℝ) (p : P → G)
    (h : IsUnit (sampledProducts Φ Ψ p * (sampledProducts Φ Ψ p)ᵀ).det)
    (T : Matrix G P ℝ) :
    frobSq (residual Φ Ψ p (fitVectors Φ Ψ p)) ≤ frobSq (residual Φ Ψ p T) ∧
    (frobSq (residual Φ Ψ p T) = frobSq (residual Φ Ψ p (fitVectors Φ Ψ p)) ↔
      T = fitVectors Φ Ψ p) := by
  have hp := error_pythagoras Φ Ψ p h T
  have hrow : ∀ i ∈ Finset.univ, 0 ≤ ∑ j,
      ((fitVectors Φ Ψ p - T) * sampledProducts Φ Ψ p) i j ^ 2 :=
    fun i _ => Finset.sum_nonneg fun j _ => sq_nonneg _
  have hnn : 0 ≤ frobSq ((fitVectors Φ Ψ p - T) * sampledProducts Φ Ψ p) :=
    Finset.sum_nonneg hrow
  refine ⟨by linarith, fun he => ?_, fun he => by rw [he]⟩
  have hz : frobSq ((fitVectors Φ Ψ p - T) * sampledProducts Φ Ψ p) = 0 := by linarith
  have hD : (fitVectors Φ Ψ p - T) * sampledProducts Φ Ψ p = 0 := by
    ext i j
    have h1 := (Finset.sum_eq_zero_iff_of_nonneg hrow).1 hz i (Finset.mem_univ i)
    have h2 := (Finset.sum_eq_zero_iff_of_nonneg (fun j _ => sq_nonneg _)).1 h1 j
      (Finset.mem_univ j)
    exact pow_eq_zero_iff (two_ne_zero) |>.1 h2
  -- cancel the invertible Gram matrix
  have hS : fitVectors Φ Ψ p - T = 0 := by
    rw [← Matrix.mul_one (fitVectors Φ Ψ p - T), ← Matrix.mul_nonsing_inv _ h,
      ← Matrix.mul_assoc, ← Matrix.mul_assoc, hD, Matrix.zero_mul, Matrix.zero_mul]
  exact (sub_eq_zero.1 hS).symm

/-- If `C Cᵀ` is invertible, the rows of `Θ` at the selected grid points form the identity matrix.
-/
theorem fitVectors_at_points [Fintype m] [Fintype n] [Fintype P] [DecidableEq P]
    (Φ : Matrix G m ℝ) (Ψ : Matrix G n ℝ) (p : P → G)
    (h : IsUnit (sampledProducts Φ Ψ p * (sampledProducts Φ Ψ p)ᵀ).det) :
    (fitVectors Φ Ψ p).submatrix p id = 1 := by
  rw [← Matrix.mul_nonsing_inv _ h]
  rfl

/-- If `C Cᵀ` is invertible, the squared error of `Θ` is given by the entries of the pair kernel and
of `Θ`. -/
theorem minimal_error [Fintype G] [Fintype m] [Fintype n] [Fintype P] [DecidableEq P]
    (Φ : Matrix G m ℝ) (Ψ : Matrix G n ℝ) (p : P → G)
    (h : IsUnit (sampledProducts Φ Ψ p * (sampledProducts Φ Ψ p)ᵀ).det) :
    frobSq (residual Φ Ψ p (fitVectors Φ Ψ p)) =
      ∑ r, (pairKernel Φ Ψ r r - ∑ μ, fitVectors Φ Ψ p r μ * pairKernel Φ Ψ (p μ) r) := by
  have e : (residual Φ Ψ p (fitVectors Φ Ψ p))ᵀ = (pairProducts Φ Ψ)ᵀ -
      (sampledProducts Φ Ψ p)ᵀ * (fitVectors Φ Ψ p)ᵀ := by
    rw [residual, Matrix.transpose_sub, Matrix.transpose_mul]
  -- by the normal equations only the overlap of the residual with `Z` survives
  have hR : residual Φ Ψ p (fitVectors Φ Ψ p) * (residual Φ Ψ p (fitVectors Φ Ψ p))ᵀ =
      pairProducts Φ Ψ * (pairProducts Φ Ψ)ᵀ -
        fitVectors Φ Ψ p * (sampledProducts Φ Ψ p * (pairProducts Φ Ψ)ᵀ) := by
    rw [e, Matrix.mul_sub, ← Matrix.mul_assoc, residual_orthogonal Φ Ψ p h,
      Matrix.zero_mul, sub_zero, residual, Matrix.sub_mul, Matrix.mul_assoc]
  unfold frobSq
  refine Finset.sum_congr rfl fun r _ => ?_
  have h1 := congrFun (congrFun hR r) r
  rw [Matrix.sub_apply, Matrix.mul_apply, Matrix.mul_apply, Matrix.mul_apply] at h1
  simp only [Matrix.transpose_apply] at h1
  rw [pair_overlap] at h1
  have h2 : ∀ μ, (sampledProducts Φ Ψ p * (pairProducts Φ Ψ)ᵀ) μ r
      = pairKernel Φ Ψ (p μ) r := fun μ => by
    rw [Matrix.mul_apply]
    exact pair_overlap Φ Ψ (p μ) r
  simp only [h2] at h1
  rw [← h1]
  exact Finset.sum_congr rfl fun j _ => sq _

/-- Two real orbitals on a grid of three points. -/
def sampleOrbitals : Matrix (Fin 3) (Fin 2) ℝ := !![1, 0; 0, 1; 1, 1]

/-- For the sample orbitals with the first two grid points selected, `C Cᵀ` is invertible and the
squared error of `Θ` equals 2. -/
theorem fitVectors_witness :
    IsUnit (sampledProducts sampleOrbitals sampleOrbitals ![0, 1] *
      (sampledProducts sampleOrbitals sampleOrbitals ![0, 1])ᵀ).det ∧
    frobSq (residual sampleOrbitals sampleOrbitals ![0, 1]
      (fitVectors sampleOrbitals sampleOrbitals ![0, 1])) = 2 := by
  -- expand the kernel into orbital values before inserting numbers
  have hK : ∀ r s, pairKernel sampleOrbitals sampleOrbitals r s =
      (sampleOrbitals r 0 * sampleOrbitals s 0 +
        sampleOrbitals r 1 * sampleOrbitals s 1) ^ 2 := by
    intro r s
    simp only [pairKernel, Matrix.hadamard_apply, Matrix.mul_apply, Matrix.transpose_apply,
      Fin.sum_univ_two]
    ring
  have hE : sampleOrbitals 0 0 = 1 ∧ sampleOrbitals 0 1 = 0 ∧ sampleOrbitals 1 0 = 0 ∧
      sampleOrbitals 1 1 = 1 ∧ sampleOrbitals 2 0 = 1 ∧ sampleOrbitals 2 1 = 1 :=
    ⟨rfl, rfl, rfl, rfl, rfl, rfl⟩
  have hC : sampledProducts sampleOrbitals sampleOrbitals ![0, 1] *
      (sampledProducts sampleOrbitals sampleOrbitals ![0, 1])ᵀ = 1 := by
    rw [(gram_eq_kernel _ _ _).2]
    ext i j
    rw [Matrix.submatrix_apply, hK]
    fin_cases i <;> fin_cases j <;> simp [hE]
  have hU : IsUnit (sampledProducts sampleOrbitals sampleOrbitals ![0, 1] *
      (sampledProducts sampleOrbitals sampleOrbitals ![0, 1])ᵀ).det := by
    rw [hC, Matrix.det_one]
    exact isUnit_one
  refine ⟨hU, ?_⟩
  have hT : fitVectors sampleOrbitals sampleOrbitals ![0, 1] =
      (pairKernel sampleOrbitals sampleOrbitals).submatrix id ![0, 1] := by
    rw [fitVectors, hC, inv_one, Matrix.mul_one, (gram_eq_kernel _ _ _).1]
  rw [minimal_error _ _ _ hU, hT]
  simp only [Matrix.submatrix_apply, id_eq, hK, Fin.sum_univ_two, Fin.sum_univ_three]
  norm_num [hE]

end

end SeparableDensityFitting
```

```lean
#print axioms SeparableDensityFitting.pair_overlap
#print axioms SeparableDensityFitting.fitVectors_optimal
#print axioms SeparableDensityFitting.fitVectors_at_points
```

```
'SeparableDensityFitting.pair_overlap' depends on axioms: [propext, Classical.choice, Quot.sound]
'SeparableDensityFitting.fitVectors_optimal' depends on axioms: [propext, Classical.choice, Quot.sound]
'SeparableDensityFitting.fitVectors_at_points' depends on axioms: [propext, Classical.choice, Quot.sound]
```

## Orbitals, selected points and the error being minimised

The types `G`, `m` and `n` label the grid points and the two sets of orbitals. The entry Φ(r,i) is the value of orbital i of the first set at grid point r, and Ψ(r,j) is the same for the second set. The matrix Z, called `pairProducts`, has one row per grid point and one column per pair of orbitals:

Z(r,(i,j)) = Φ(r,i) Ψ(r,j)

The type `P` labels the selected points, and the map `p : P → G` says where they lie. The matrix C, called `sampledProducts`, has the entries

C(μ,(i,j)) = Z(p(μ),(i,j))

A trial matrix T with entries T(r,μ) approximates every pair product on the whole grid from its values at the selected points:

Φ(r,i) Ψ(r,j) ≈ Σ_μ T(r,μ) Φ(p(μ),i) Ψ(p(μ),j)

Each column of T is an interpolation vector, a function on the grid that belongs to one selected point. What the approximation leaves over is `residual`, R(T) = Z − T C. The function `frobSq` sums the squares of all entries, so it is the square of the Frobenius norm and has the same minimisers.

The main theorem, `fitVectors_optimal`, takes an arbitrary T and states two things: the error of Θ is at most that of T, and the two errors are equal exactly when T = Θ. Its hypothesis `h` says that the determinant of C Cᵀ is a unit, which for a real number means nonzero. Physically, the selected points must give linearly independent rows of pair products, so that no selected point repeats information already carried by the others. In particular, no grid point may be selected twice, and there can be no more selected points than orbital pairs. When both sets are the same N orbitals, the products for (i,j) and (j,i) coincide, and the limit drops to N(N+1)/2.

The orbitals need not be orthonormal, and Φ and Ψ may be the same matrix. The orbitals are real, all grid points count equally, and the selected points are given. How to choose good points, and how an error in the pair products carries over to an exchange energy, are separate questions.

In electronic structure calculations, a fit of this form lets two-electron integrals be approximated through a matrix indexed by selected points instead of orbital pairs; the theorem concerns only the fitting step, for real orbitals on a finite grid with fixed points.

## The sum over pairs factorises

Define the pair kernel K, called `pairKernel`, as the elementwise product of the two orbital kernels:

K(r,s) = (Φ Φᵀ)(r,s) · (Ψ Ψᵀ)(r,s)

The overlap of two rows of Z is

Σ_ij Φ(r,i) Ψ(r,j) Φ(s,i) Ψ(s,j) = [Σ_i Φ(r,i) Φ(s,i)] · [Σ_j Ψ(r,j) Ψ(s,j)] = K(r,s)

Taking one or both of the rows at selected points gives

(Z Cᵀ)(r,μ) = K(r,p(μ))

(C Cᵀ)(μ,ν) = K(p(μ),p(ν))

Each entry therefore needs one sum over i and one over j instead of a sum over all pairs.

In Lean, `pair_overlap` expands the product of two sums into a double sum with `Finset.sum_mul_sum`, and `ring` reorders the four factors in each term. The theorem `gram_eq_kernel` then reads off the two matrices as submatrices of K.

## The residual is orthogonal to the sampled rows

Multiplying Θ by C Cᵀ cancels the inverse, so Θ C Cᵀ = Z Cᵀ. Hence

R(Θ) Cᵀ = Z Cᵀ − Θ C Cᵀ = 0

These are the normal equations of the least-squares problem. In `residual_orthogonal`, the cancellation is the intermediate statement `hN`, which uses the hypothesis on the determinant.

## Any other choice adds a square

For any T, adding and subtracting Θ C gives

R(T) = R(Θ) + (Θ − T) C

Write D = Θ − T. The cross term in the squared norm of this sum is twice the trace of

R(Θ) (D C)ᵀ = R(Θ) Cᵀ Dᵀ = 0

so that

‖R(T)‖² = ‖R(Θ)‖² + ‖D C‖²

This is `error_pythagoras`. The decomposition is `hsplit` and the vanishing product is `horth`. Lean works row by row: the i-th diagonal entry of the product in `horth` is half the cross term of row i, so each cross term vanishes, and summing over the rows gives the identity.

The last term is nonnegative, so Θ is a minimiser. If T has the same error, then ‖D C‖² = 0. A sum of squares vanishes only if every term does, so D C = 0. Multiplying from the right by Cᵀ (C Cᵀ)⁻¹ yields

D = D C Cᵀ (C Cᵀ)⁻¹ = 0

and T = Θ. The proof of `fitVectors_optimal` follows this argument: `linarith` gives the inequality, `hD` is the statement D C = 0, and `hS` carries out the cancellation.

## Exactness at the selected points and the remaining error

The rows of Z at the selected points are C itself, so the corresponding rows of Θ form

C Cᵀ (C Cᵀ)⁻¹ = 1

Each interpolation vector is thus 1 at its own point and 0 at the other selected points, and the fit reproduces all pair products there exactly. This is `fitVectors_at_points`; after the identity matrix is rewritten as the Gram matrix C Cᵀ times its inverse, the two sides agree by definition.

The error that remains also follows from the normal equations. Since R(Θ) Cᵀ = 0,

R(Θ) R(Θ)ᵀ = R(Θ) Zᵀ − R(Θ) Cᵀ Θᵀ = Z Zᵀ − Θ C Zᵀ

The diagonal entries of the left side are the squared norms of the rows of R(Θ). Summing them gives

‖R(Θ)‖² = Σ_r [K(r,r) − Σ_μ Θ(r,μ) K(p(μ),r)]

The minimal error can therefore be evaluated without forming Z. In `minimal_error`, `hR` is the matrix identity, and `pair_overlap` turns its diagonal entries into kernel entries.

## Three grid points, two orbitals

In `fitVectors_witness` both sets consist of the same two orbitals, whose values at grid points 0, 1 and 2 are (1,0), (0,1) and (1,1). Points 0 and 1 are selected. Here K(r,s) is the square of the dot product of the value pairs at r and s, so C Cᵀ is the identity matrix and Θ is read directly from K. Its row at point 2 is (1,1).

The fit is exact at points 0 and 1. At point 2 the squared error is

K(2,2) − K(0,2) − K(1,2) = 4 − 1 − 1 = 2

The four products at that point are all 1, whereas the fit gives (1,0,0,1): it misses the two mixed products, because one of the orbitals vanishes at each selected point.

The two sample orbitals have norm √2 on the grid. Normalising each of them halves every pair product, which leaves Θ unchanged and reduces the squared error to 1/2.

## A point selected twice

Take one grid point, one orbital in each set with value 1, and two labels in `P` that both refer to this point. Then Z is the number 1, C is a column of two ones, and C Cᵀ is the singular 2 × 2 matrix of ones. A trial T = (a,b) leaves the residual 1 − a − b, so every choice with a + b = 1 is a minimiser and uniqueness fails. Optimality of the formula fails too in Lean, where the inverse of a singular matrix is set to zero: Θ becomes zero and has error 1, while T = (1,0) has error 0.

## Quadrature weights on the grid

The error could also have been defined with a positive quadrature weight w(r) for each grid point:

Σ_r w(r) Σ_ij R(T)(r,(i,j))²

Row r of the residual depends only on row r of T, so each row is fitted independently and a positive factor does not move its minimum. The same Θ would remain the unique minimiser; only the value of the error would change, with w(r) multiplying the bracket in the formula for the minimal error.
